# A residual bound for singular values of a square matrix

Let A be the 1×1 real matrix (a), take u = v = 1, and let s ≥ 0 be a guess for its singular value |a|. Both residuals, Av − su and Aᵀu − sv, equal a − s, so their squares add up to 2(a − s)². If a ≥ 0, this is exactly 2(|a| − s)². If a < 0, it is at least as large, because s ≥ 0 and so |a| is at least as near to s as a is; the two are equal only when s = 0. The symmetric matrix with rows (0, a) and (a, 0) has eigenvalues ±a, and the general argument uses its analogue.

## From two residuals to one symmetric problem

Let A map E to F, finite-dimensional real or complex inner product spaces of equal dimension, with adjoint A†. For unit vectors u in F and v in E and a number s ≥ 0, the claim is that some t ≥ 0, with t² an eigenvalue of A†A, satisfies

2(t − s)² ≤ ‖Av − su‖² + ‖A†u − sv‖².

On pairs (x, y), with x in F and y in E, define H(x, y) = (Ay, A†x). This operator is symmetric. For z = (u, v), ‖z‖² = 2 and

‖Hz − sz‖² = ‖Av − su‖² + ‖A†u − sv‖².

Expand z = Σⱼ cⱼbⱼ in an orthonormal eigenbasis, Hbⱼ = μⱼbⱼ, and let μᵢ be the eigenvalue closest to s. Then

‖Hz − sz‖² = Σⱼ (μⱼ − s)²|cⱼ|² ≥ (μᵢ − s)²‖z‖² = 2(μᵢ − s)².

Write bᵢ = (x, y), so that Ay = μᵢx and A†x = μᵢy. If μᵢ < 0, replacing x by −x changes μᵢ to −μᵢ in both equations. So t = |μᵢ| solves them, and the bound survives because

(μᵢ − s)² − (|μᵢ| − s)² = 2s(|μᵢ| − μᵢ) ≥ 0.

If y ≠ 0, then A†Ay = tA†x = t²y, as required. If y = 0, then x ≠ 0 and tx = 0, so t = 0 and A†x = 0. Thus x is orthogonal to the range of A, and A is not surjective. Equal dimensions then give a nonzero w with Aw = 0, so 0 = t² is an eigenvalue of A†A.

## The dilation in Lean

The scalar field `𝕜` is ℝ or ℂ. Equality of dimensions is not yet assumed.

```lean
import Mathlib

open Module

namespace SingularValueResidual

noncomputable section

variable {𝕜 E F : Type*} [RCLike 𝕜]
  [NormedAddCommGroup E] [InnerProductSpace 𝕜 E] [FiniteDimensional 𝕜 E]
  [NormedAddCommGroup F] [InnerProductSpace 𝕜 F] [FiniteDimensional 𝕜 F]
```

A singular triplet consists of a value and two vectors satisfying both equations. The definition allows zero vectors and negative `t`; the theorems add the exclusions they need.

```lean
/-- The singular vector equations `A y = t x` and `A† x = t y`. -/
def IsSingularTriplet (A : E →ₗ[𝕜] F) (t : ℝ) (x : F) (y : E) : Prop :=
  A y = (t : 𝕜) • x ∧ LinearMap.adjoint A x = (t : 𝕜) • y
```

`WithLp 2 (F × E)` is the space of pairs with ‖(x, y)‖² = ‖x‖² + ‖y‖². `dilation A` is H.

```lean
/-- The Hermitian dilation of `A`, which sends the pair `(x, y)` to `(A y, A† x)`. -/
def dilation (A : E →ₗ[𝕜] F) : WithLp 2 (F × E) →ₗ[𝕜] WithLp 2 (F × E) :=
  (WithLp.linearEquiv 2 𝕜 (F × E)).symm.toLinearMap ∘ₗ
    (LinearMap.prod (A ∘ₗ LinearMap.snd 𝕜 F E)
      (LinearMap.adjoint A ∘ₗ LinearMap.fst 𝕜 F E)) ∘ₗ
    (WithLp.linearEquiv 2 𝕜 (F × E)).toLinearMap
```

Symmetry follows by moving A and A† across the inner products and exchanging two summands.

```lean
/-- The dilation is a symmetric operator. -/
theorem dilation_isSymmetric (A : E →ₗ[𝕜] F) : (dilation A).IsSymmetric := by
  intro z w
  simp only [WithLp.prod_inner_apply]
  change inner 𝕜 (A z.ofLp.2) w.ofLp.1 + inner 𝕜 (LinearMap.adjoint A z.ofLp.1) w.ofLp.2
    = inner 𝕜 z.ofLp.1 (A w.ofLp.2) + inner 𝕜 z.ofLp.2 (LinearMap.adjoint A w.ofLp.1)
  rw [LinearMap.adjoint_inner_left, LinearMap.adjoint_inner_right]
  exact add_comm _ _
```

The residual identity is the norm formula for pairs.

```lean
/-- The squared residual of the dilation at `(u, v)` is the sum of the two squared
singular vector residuals. -/
theorem dilation_residual (A : E →ₗ[𝕜] F) (u : F) (v : E) (s : ℝ) :
    ‖dilation A (WithLp.toLp 2 (u, v)) - (s : 𝕜) • WithLp.toLp 2 (u, v)‖ ^ 2
      = ‖A v - (s : 𝕜) • u‖ ^ 2 + ‖LinearMap.adjoint A u - (s : 𝕜) • v‖ ^ 2 := by
  rw [WithLp.prod_norm_sq_eq_of_L2]
  rfl
```

## The nearest eigenvalue gives a triplet

The next theorem also covers rectangular A and unnormalised trial vectors, with ‖u‖² + ‖v‖² in place of 2. In its proof, `hpars` is Parseval's identity, `hcoef` computes the residual's coefficients, and `Finite.exists_min` selects μᵢ. Comparing the sums term by term gives `hmin`; the final case split handles the sign of μᵢ.

```lean
/-- For a possibly rectangular `A`, `s ≥ 0` and trial vectors `u`, `v` that are not both zero, some
singular triplet with `t ≥ 0` and vectors `x`, `y` not both zero has `(t - s)² (‖u‖² + ‖v‖²)` at
most the sum of the two squared residuals. -/
theorem exists_triplet_near (A : E →ₗ[𝕜] F) (u : F) (v : E) (huv : u ≠ 0 ∨ v ≠ 0)
    {s : ℝ} (hs : 0 ≤ s) :
    ∃ (t : ℝ) (x : F) (y : E), 0 ≤ t ∧ (x ≠ 0 ∨ y ≠ 0) ∧ IsSingularTriplet A t x y ∧
      (t - s) ^ 2 * (‖u‖ ^ 2 + ‖v‖ ^ 2)
        ≤ ‖A v - (s : 𝕜) • u‖ ^ 2 + ‖LinearMap.adjoint A u - (s : 𝕜) • v‖ ^ 2 := by
  have hT := dilation_isSymmetric A
  -- an orthonormal eigenbasis of the dilation
  obtain ⟨n, b, μ, hb⟩ : ∃ (n : ℕ) (b : OrthonormalBasis (Fin n) 𝕜 (WithLp 2 (F × E)))
      (μ : Fin n → ℝ), ∀ i, dilation A (b i) = (μ i : 𝕜) • b i :=
    ⟨_, hT.eigenvectorBasis rfl, hT.eigenvalues rfl, hT.apply_eigenvectorBasis rfl⟩
  have hpars : ∀ w : WithLp 2 (F × E), ‖w‖ ^ 2 = ∑ j, ‖inner 𝕜 (b j) w‖ ^ 2 := by
    intro w
    rw [← b.repr.norm_map w, EuclideanSpace.norm_sq_eq]
    simp only [b.repr_apply_apply]
  have hres := dilation_residual A u v s
  have hnorm : ‖(WithLp.toLp 2 (u, v) : WithLp 2 (F × E))‖ ^ 2 = ‖u‖ ^ 2 + ‖v‖ ^ 2 :=
    WithLp.prod_norm_sq_eq_of_L2 _
  have hpos : 0 < ‖u‖ ^ 2 + ‖v‖ ^ 2 := by
    rcases huv with h | h
    · have := norm_pos_iff.2 h
      positivity
    · have := norm_pos_iff.2 h
      positivity
  rw [← hres, ← hnorm]
  rw [← hnorm] at hpos
  generalize (WithLp.toLp 2 (u, v) : WithLp 2 (F × E)) = z at hpos ⊢
  have hcoef : ∀ j, ‖inner 𝕜 (b j) (dilation A z - (s : 𝕜) • z)‖ ^ 2
      = (μ j - s) ^ 2 * ‖inner 𝕜 (b j) z‖ ^ 2 := by
    intro j
    have e : inner 𝕜 (b j) (dilation A z - (s : 𝕜) • z)
        = ((μ j - s : ℝ) : 𝕜) * inner 𝕜 (b j) z := by
      rw [inner_sub_right, inner_smul_right, ← hT (b j) z, hb, inner_smul_left,
        RCLike.conj_ofReal]
      push_cast
      ring
    rw [e, norm_mul, RCLike.norm_ofReal, mul_pow, sq_abs]
  rcases isEmpty_or_nonempty (Fin n) with hn | hn
  · have h0 := hpars z
    rw [Finset.univ_eq_empty, Finset.sum_empty] at h0
    exact absurd h0 hpos.ne'
  -- the eigenvalue closest to the shift
  obtain ⟨i, hi⟩ := Finite.exists_min (fun j => (μ j - s) ^ 2)
  have hmin : (μ i - s) ^ 2 * ‖z‖ ^ 2 ≤ ‖dilation A z - (s : 𝕜) • z‖ ^ 2 := by
    rw [hpars z, hpars (dilation A z - (s : 𝕜) • z), Finset.mul_sum]
    refine Finset.sum_le_sum fun j _ => ?_
    rw [hcoef j]
    exact mul_le_mul_of_nonneg_right (hi j) (sq_nonneg _)
  have h1 : A (b i).ofLp.2 = (μ i : 𝕜) • (b i).ofLp.1 :=
    congrArg (fun w : WithLp 2 (F × E) => w.ofLp.1) (hb i)
  have h2 : LinearMap.adjoint A (b i).ofLp.1 = (μ i : 𝕜) • (b i).ofLp.2 :=
    congrArg (fun w : WithLp 2 (F × E) => w.ofLp.2) (hb i)
  have hne : (b i).ofLp.1 ≠ 0 ∨ (b i).ofLp.2 ≠ 0 := by
    by_contra hc
    simp only [not_or, not_not, ne_eq] at hc
    have h3 : ‖b i‖ ^ 2 = ‖(b i).ofLp.1‖ ^ 2 + ‖(b i).ofLp.2‖ ^ 2 :=
      WithLp.prod_norm_sq_eq_of_L2 (b i)
    rw [hc.1, hc.2, b.orthonormal.1 i] at h3
    norm_num at h3
  -- a negative eigenvalue is reflected by changing the sign of the left vector
  rcases le_total 0 (μ i) with hμ | hμ
  · exact ⟨μ i, _, _, hμ, hne, ⟨h1, h2⟩, hmin⟩
  · refine ⟨-μ i, -(b i).ofLp.1, (b i).ofLp.2, by linarith,
      hne.imp neg_ne_zero.2 id, ⟨?_, ?_⟩, le_trans ?_ hmin⟩
    · rw [h1, RCLike.ofReal_neg, neg_smul_neg]
    · rw [map_neg, h2, RCLike.ofReal_neg, neg_smul]
    · refine mul_le_mul_of_nonneg_right ?_ (sq_nonneg _)
      nlinarith [mul_nonneg hs (neg_nonneg.2 hμ)]
```

Equal dimension, `hdim`, enters here. The proof splits on whether y = 0, as above.

```lean
/-- In equal dimensions, the value `t` of a nonzero singular triplet has `t²` as an
eigenvalue of `A† A`. -/
theorem hasEigenvalue_of_triplet (hdim : finrank 𝕜 E = finrank 𝕜 F) {A : E →ₗ[𝕜] F}
    {t : ℝ} {x : F} {y : E} (h : IsSingularTriplet A t x y) (hne : x ≠ 0 ∨ y ≠ 0) :
    End.HasEigenvalue (LinearMap.adjoint A ∘ₗ A) ((t : 𝕜) ^ 2) := by
  by_cases hy : y = 0
  · have hx : x ≠ 0 := hne.resolve_right (fun h' => h' hy)
    have h1 := h.1
    have h2 := h.2
    rw [hy, map_zero] at h1
    rw [hy, smul_zero] at h2
    have ht : (t : 𝕜) = 0 := (smul_eq_zero.1 h1.symm).resolve_right hx
    -- `x` is orthogonal to the range of `A`, so `A` has a kernel
    have hker : ∃ w : E, w ≠ 0 ∧ A w = 0 := by
      by_contra hno
      have hinj : Function.Injective A := (injective_iff_map_eq_zero A).2 fun a ha => by
        by_contra h0
        exact hno ⟨a, h0, ha⟩
      obtain ⟨w, hw⟩ :=
        (LinearMap.injective_iff_surjective_of_finrank_eq_finrank hdim).1 hinj x
      apply hx
      have h3 : inner 𝕜 (A w) x = 0 := by
        rw [← LinearMap.adjoint_inner_right, h2, inner_zero_right]
      rw [hw] at h3
      exact inner_self_eq_zero.1 h3
    obtain ⟨w, hw0, hw⟩ := hker
    refine End.hasEigenvalue_of_hasEigenvector (x := w) ⟨End.mem_eigenspace_iff.2 ?_, hw0⟩
    change LinearMap.adjoint A (A w) = _
    rw [hw, map_zero, ht]
    simp
  · refine End.hasEigenvalue_of_hasEigenvector (x := y) ⟨End.mem_eigenspace_iff.2 ?_, hy⟩
    change LinearMap.adjoint A (A y) = _
    rw [h.1, map_smul, h.2, smul_smul, sq]
```

## The bound for unit vectors and for matrices

Setting both norms to 1 produces the factor 2. `End.HasEigenvalue` means that a nonzero eigenvector exists. The theorem does not say which singular value is near s, nor how accurate u and v are.

```lean
/-- Residual bound for singular values, for `A` between spaces of equal dimension: for unit vectors
`u`, `v` and `s ≥ 0`, some `t ≥ 0` with `t²` an eigenvalue of `A† A` has `2 (t - s)²` at most the
sum of the squared residuals. -/
theorem singular_value_residual_bound (hdim : finrank 𝕜 E = finrank 𝕜 F) (A : E →ₗ[𝕜] F)
    {u : F} {v : E} (hu : ‖u‖ = 1) (hv : ‖v‖ = 1) {s : ℝ} (hs : 0 ≤ s) :
    ∃ t : ℝ, 0 ≤ t ∧ End.HasEigenvalue (LinearMap.adjoint A ∘ₗ A) ((t : 𝕜) ^ 2) ∧
      2 * (t - s) ^ 2
        ≤ ‖A v - (s : 𝕜) • u‖ ^ 2 + ‖LinearMap.adjoint A u - (s : 𝕜) • v‖ ^ 2 := by
  have hu0 : u ≠ 0 := by
    intro h
    simp [h] at hu
  obtain ⟨t, x, y, ht, hne, htrip, hle⟩ := exists_triplet_near A u v (Or.inl hu0) hs
  refine ⟨t, ht, hasEigenvalue_of_triplet hdim htrip hne, ?_⟩
  rw [hu, hv] at hle
  linarith
```

For a real square matrix, the adjoint is the transpose. The proof translates matrix products into compositions of maps and applies the preceding theorem.

```lean
/-- The residual bound for a real square matrix `A`, with `t²` an eigenvalue of `Aᵀ A`. -/
theorem matrix_residual_bound {n : Type*} [Fintype n] [DecidableEq n] (A : Matrix n n ℝ)
    {u v : EuclideanSpace ℝ n} (hu : ‖u‖ = 1) (hv : ‖v‖ = 1) {s : ℝ} (hs : 0 ≤ s) :
    ∃ t : ℝ, 0 ≤ t ∧ End.HasEigenvalue (Matrix.toEuclideanLin (A.transpose * A)) (t ^ 2) ∧
      2 * (t - s) ^ 2 ≤ ‖Matrix.toEuclideanLin A v - s • u‖ ^ 2
        + ‖Matrix.toEuclideanLin A.transpose u - s • v‖ ^ 2 := by
  have hadj : LinearMap.adjoint (Matrix.toEuclideanLin A)
      = Matrix.toEuclideanLin A.transpose := by
    rw [← Matrix.toEuclideanLin_conjTranspose_eq_adjoint,
      Matrix.conjTranspose_eq_transpose_of_trivial]
  have hc : Matrix.toEuclideanLin (A.transpose * A)
      = Matrix.toEuclideanLin A.transpose ∘ₗ Matrix.toEuclideanLin A := by
    apply LinearMap.ext
    intro x
    change WithLp.toLp 2 (Matrix.mulVec (A.transpose * A) x.ofLp)
      = WithLp.toLp 2 (Matrix.mulVec A.transpose (Matrix.mulVec A x.ofLp))
    rw [Matrix.mulVec_mulVec]
  have h := singular_value_residual_bound (𝕜 := ℝ) rfl (Matrix.toEuclideanLin A) hu hv hs
  simp only [RCLike.ofReal_real_eq_id, id_eq, hadj] at h
  rw [hc]
  exact h
```

The constant 2 is attained when A = a·1 with a ≥ 0 and u = v: the eigenvalue equation forces t = a, and each residual has norm |a − s|.

```lean
/-- For `A = a · 1` with `a ≥ 0`, `u = v` a unit vector and `s` real, `2 (t - s)²` equals the sum of
the two squared residuals for every `t ≥ 0` with `t²` an eigenvalue of `A† A`. -/
theorem residual_bound_sharp {a : ℝ} (ha : 0 ≤ a) (s : ℝ) {u : E} (hu : ‖u‖ = 1)
    (A : E →ₗ[𝕜] E) (hA : A = (a : 𝕜) • LinearMap.id) {t : ℝ} (ht : 0 ≤ t)
    (h : End.HasEigenvalue (LinearMap.adjoint A ∘ₗ A) ((t : 𝕜) ^ 2)) :
    2 * (t - s) ^ 2
      = ‖A u - (s : 𝕜) • u‖ ^ 2 + ‖LinearMap.adjoint A u - (s : 𝕜) • u‖ ^ 2 := by
  have hap : ∀ x, A x = (a : 𝕜) • x := fun x => by rw [hA]; rfl
  have hadj : LinearMap.adjoint A = A := by
    symm
    rw [LinearMap.eq_adjoint_iff]
    intro x y
    rw [hap, hap, inner_smul_left, inner_smul_right, RCLike.conj_ofReal]
  obtain ⟨y, hy⟩ := h.exists_hasEigenvector
  have h1 : LinearMap.adjoint A (A y) = ((t : 𝕜) ^ 2) • y := hy.apply_eq_smul
  rw [hadj, hap, hap, smul_smul] at h1
  have h2 : (a : 𝕜) * (a : 𝕜) = (t : 𝕜) ^ 2 := smul_left_injective 𝕜 hy.2 h1
  have h3 : a * a = t ^ 2 := by exact_mod_cast h2
  have h4 : t = a := (sq_eq_sq₀ ht ha).1 (by rw [← h3, sq])
  -- both residuals equal `(a - s) u`
  have h5 : ‖A u - (s : 𝕜) • u‖ ^ 2 = (a - s) ^ 2 := by
    rw [hap, ← sub_smul, ← RCLike.ofReal_sub, norm_smul, hu, mul_one,
      RCLike.norm_ofReal, sq_abs]
  rw [hadj, h5, h4]
  ring

end

end SingularValueResidual
```

```lean
#print axioms SingularValueResidual.singular_value_residual_bound
#print axioms SingularValueResidual.matrix_residual_bound
#print axioms SingularValueResidual.residual_bound_sharp
```

```
'SingularValueResidual.singular_value_residual_bound' depends on axioms: [propext, Classical.choice, Quot.sound]
'SingularValueResidual.matrix_residual_bound' depends on axioms: [propext, Classical.choice, Quot.sound]
'SingularValueResidual.residual_bound_sharp' depends on axioms: [propext, Classical.choice, Quot.sound]
```

## Checking a computed singular value

Given normalised real u and v, a program can take s = uᵀAv, changing the sign of u if s is negative. One product with A and one with Aᵀ give the residuals r₁ = Av − su and r₂ = Aᵀu − sv, and in exact arithmetic some singular value lies within

√((‖r₁‖² + ‖r₂‖²)/2)

of s. In electronic structure, this can check a paired-orbital overlap between two Slater determinants with equal numbers of electrons, where A is the square overlap matrix of their occupied spin orbitals, taken real and orthonormal within each determinant.
